# The Mehler–Heine limit of Laguerre polynomials and of hydrogen radial functions at fixed radius

## A fixed profile near the nucleus

To estimate the matrix element of a short-range potential in a highly excited state of non-relativistic hydrogen, one can replace the radial function near the nucleus by a fixed profile times a power of the principal quantum number. The profile is computed once for each angular momentum $l$ and then serves all sufficiently highly excited states with that $l$.

The radial equation makes this plausible. In atomic units, with $\nu$ the principal quantum number and $u(r)=rR(r)$ the reduced radial function,

$$-\tfrac12 u'' + \left[\frac{l(l+1)}{2r^2}-\frac1r\right]u = -\frac{1}{2\nu^2}\,u .$$

At fixed $r$ the right-hand side becomes negligible as $\nu$ grows, and the shape of $u$ approaches that of the regular solution at zero energy, which is $\sqrt r$ times a Bessel function of $\sqrt{8r}$. The same conclusion can be reached from the explicit Laguerre polynomials, without the differential equation.

## Three limits

For natural numbers $a$ and $n$, the associated Laguerre polynomial is

$$L_n^a(x)=\sum_{k=0}^{n}(-1)^k\binom{n+a}{n-k}\frac{x^k}{k!},$$

and the limiting series is

$$S_a(x)=\sum_{k=0}^{\infty}\frac{(-1)^k x^k}{k!\,(k+a)!}.$$

For $x>0$ it is a Bessel function in other variables, $S_a(x)=x^{-a/2}J_a(2\sqrt x)$.

The general result holds for every real $x$ and every fixed natural number $b$:

$$\frac{L_n^a\!\left(x/(n+b)\right)}{(n+b)^a}\longrightarrow S_a(x)\qquad(n\to\infty).$$

With $a=b=0$ it becomes

$$L_n^0(x/n)\longrightarrow\sum_{k=0}^\infty\frac{(-1)^kx^k}{(k!)^2}.$$

The shift $b$ is there for hydrogen. A state with $N$ radial nodes has $\nu=N+l+1$, and its unnormalised radial function is

$$f_{l,N}(r)=r^l e^{-r/\nu}L_N^{2l+1}(2r/\nu).$$

The polynomial has degree $N$, but its argument is scaled by $\nu$. The third limit is $f_{l,N}(r)/\nu^{2l+1}\to r^lS_{2l+1}(2r)$ as $N\to\infty$.

## From binomial coefficients to the Bessel series

Let $n\ge1$ and $p=n+b$. Since $\binom{n+a}{n-k}=\binom{n+a}{k+a}$,

$$\frac{L_n^a(x/p)}{p^a}=\sum_{k=0}^{n}(-1)^k\,\frac{\binom{n+a}{k+a}}{p^{k+a}}\,\frac{x^k}{k!}.$$

The sum may be extended to all $k$, because the binomial coefficient vanishes for $k>n$.

**Each term converges.** The claim is that $\binom{n+a}{m}/(n+b)^m\to1/m!$ for every fixed $m$. For $m=0$ both sides equal 1. For the step from $m$ to $m+1$, once $n+a\ge m$,

$$\frac{\binom{n+a}{m+1}}{(n+b)^{m+1}}=\frac{\binom{n+a}{m}}{(n+b)^m}\cdot\frac{1}{m+1}\left(1+\frac{a-m-b}{n+b}\right).$$

The bracket tends to 1, so the limit is $\frac{1}{m!\,(m+1)}=\frac1{(m+1)!}$. With $m=k+a$, the $k$-th term of the rescaled polynomial tends to the $k$-th term of $S_a(x)$.

**The terms have a common bound.** For $n\ge1$,

$$(1+a)(n+b)=n+b+an+ab\ \ge\ n+a .$$

Together with $\binom{n+a}{m}\le (n+a)^m/m!\le(n+a)^m$ this gives $\binom{n+a}{m}/(n+b)^m\le(1+a)^m$. The $k$-th term is therefore at most

$$M_k=(1+a)^a\,\frac{\left((1+a)|x|\right)^k}{k!}$$

in absolute value, and $\sum_kM_k=(1+a)^ae^{(1+a)|x|}$ is finite.

**Limit and sum can be exchanged.** Given $\varepsilon>0$, choose $K$ with $\sum_{k\ge K}M_k<\varepsilon/3$. The tails of the rescaled polynomial and of $S_a(x)$ are then each below $\varepsilon/3$, since the limiting terms obey the same bound. The finitely many terms with $k<K$ converge, so for large $n$ their sums also differ by less than $\varepsilon/3$. This proves the general limit.

**Hydrogen.** Put $a=2l+1$, $b=l+1$, $x=2r$ and $n=N$, so that $n+b=\nu$. Then $L_N^{2l+1}(2r/\nu)/\nu^{2l+1}\to S_{2l+1}(2r)$. At fixed $r$ the factor $e^{-r/\nu}$ tends to 1, and multiplication by $r^l$ gives the stated limit.

## Normalised functions and a numerical check

The normalised radial function is

$$R_{\nu l}(r)=\frac{2}{\nu^2}\sqrt{\frac{(\nu-l-1)!}{(\nu+l)!}}\left(\frac2\nu\right)^{l}f_{l,N}(r).$$

The ratio $(\nu+l)!/(\nu-l-1)!$ is a product of $2l+1$ factors, each asymptotic to $\nu$. Hence, for $r>0$,

$$\nu^{3/2}R_{\nu l}(r)\longrightarrow2^{l+1}r^lS_{2l+1}(2r)=\sqrt{\frac2r}\,J_{2l+1}(\sqrt{8r}).$$

For a bounded potential $V$ that vanishes beyond some radius, taking the limit under the integral gives

$$\int_0^\infty R_{\nu l}^2\,V\,r^2\,dr\ \approx\ \frac{4^{\,l+1}}{\nu^3}\int_0^\infty r^{2l+2}\,S_{2l+1}(2r)^2\,V(r)\,dr ,$$

provided that the integral on the right is not zero. This is the $\nu^{-3}$ scaling of short-range first-order energy shifts in the one-electron Coulomb model. The normalisation and the integral are ordinary analysis added to the Lean theorems, which concern $f_{l,N}$ at a single radius.

In code, the limit gives a test for a Laguerre routine at high degree. At $x=1$ the series $S_0(1)$ is $0.22389$, while $L_{10}^0(1/10)=0.20585$ and $L_{100}^0(1/100)=0.22212$. The deviation falls by about a factor of ten between the two degrees. A routine that returns $n!\,L_n^0$ gives values that grow without bound in this test, and one that is evaluated at $1$ instead of $1/n$ gives values that oscillate with a slowly decreasing amplitude and do not settle at $0.22389$. A single degree may not reveal this second error, so several should be compared. A normalisation that differs only by a factor equal to 1 at $a=0$ is not detected here and calls for a test with $a>0$.

## Integer order, real argument, one point at a time

In Lean, `laguerre a n x` is $L_n^a(x)$, with the order first and the degree second. It is defined by the finite sum above, which fixes the convention $L_n^a(0)=\binom{n+a}{n}$. `besselSeries a x` is $S_a(x)$, written with the infinite sum `∑'`. Lean gives such a sum of real numbers the value 0 when the series does not converge absolutely, so `besselSeries_summable` is needed to know that the name stands for the actual sum.

`hydrogenRadial l N r` is $f_{l,N}(r)$, for nuclear charge 1 and a fixed nucleus. It is defined by its formula and not derived from the Schrödinger equation. The variable `r` ranges over all real numbers, of which the non-negative ones are radii.

The theorems `mehler_heine`, `mehler_heine_zero` and `hydrogenRadial_limit` are the three limits in the order given above. `Tendsto … atTop (𝓝 c)` says that a sequence converges to `c` as its index goes to infinity. The order `a` and the shift `b` are natural numbers and stay fixed. No further hypotheses appear.

The classical Mehler–Heine formula also allows non-integer orders and complex arguments, with convergence uniform on bounded sets. The theorems here give convergence at each real point, without a rate. For hydrogen the radius is held fixed while $N$ grows, so the outer part of the state, which extends to distances of order $\nu^2$, is not described.

A stronger theorem would state the convergence as uniform for $|x|\le X$. The estimates support this, because $M_k$ depends on $x$ only through $|x|$ and can be replaced by its value at $X$. The statement would be heavier, but it would justify taking the limit under an integral over a bounded range of radii, as the short-range matrix element requires.

## The Lean file

```lean
import Mathlib

open Filter Topology
open scoped Nat

namespace LaguerreMehlerHeine

noncomputable section

/-- The associated Laguerre polynomial `L_n^a(x)`, given by its explicit finite sum. -/
def laguerre (a n : ℕ) (x : ℝ) : ℝ :=
  ∑ k ∈ Finset.range (n + 1), (-1) ^ k * ((n + a).choose (n - k) : ℝ) * x ^ k / (k ! : ℝ)

/-- The Bessel series `∑ (-1)^k x^k / (k! (k+a)!)`. -/
def besselSeries (a : ℕ) (x : ℝ) : ℝ :=
  ∑' k : ℕ, (-1) ^ k * x ^ k / ((k ! : ℝ) * ((k + a)! : ℝ))

/-- The unnormalised hydrogen radial function in atomic units, with angular momentum `l`,
`N` radial nodes and principal quantum number `N + l + 1`. -/
def hydrogenRadial (l N : ℕ) (r : ℝ) : ℝ :=
  r ^ l * Real.exp (-r / ((N : ℝ) + l + 1)) * laguerre (2 * l + 1) N (2 * r / ((N : ℝ) + l + 1))

/-- The Bessel series converges for every real argument. -/
theorem besselSeries_summable (a : ℕ) (x : ℝ) :
    Summable (fun k : ℕ => (-1) ^ k * x ^ k / ((k ! : ℝ) * ((k + a)! : ℝ))) := by
  refine Summable.of_norm_bounded (g := fun k : ℕ => |x| ^ k / (k ! : ℝ))
    (Real.summable_pow_div_factorial |x|) (fun k => ?_)
  have h1 : 1 ≤ (k + a)! := Nat.factorial_pos _
  have h2 : (1 : ℝ) ≤ ((k + a)! : ℝ) := by exact_mod_cast h1
  rw [norm_div, norm_mul, norm_pow, norm_neg, norm_one, one_pow, one_mul, norm_pow,
    Real.norm_eq_abs x, Real.norm_of_nonneg (by positivity), ← div_div]
  exact div_le_self (by positivity) h2

/-- For large `n`, the binomial coefficient `binom(n+a, m)` divided by `(n+b)^m` tends
to `1/m!`. -/
theorem tendsto_choose_div_pow (a b m : ℕ) :
    Tendsto (fun n : ℕ => ((n + a).choose m : ℝ) / ((n : ℝ) + b) ^ m) atTop
      (𝓝 (1 / (m ! : ℝ))) := by
  induction m with
  | zero => simp
  | succ m ih =>
    -- the ratio of successive coefficients contributes a factor tending to one
    have h0 : Tendsto (fun n : ℕ => (1 : ℝ) + ((a : ℝ) - m - b) / ((n : ℝ) + b)) atTop
        (𝓝 (1 + 0)) :=
      tendsto_const_nhds.add (tendsto_const_nhds.div_atTop
        (tendsto_atTop_add_const_right _ _ tendsto_natCast_atTop_atTop))
    have h := (ih.mul h0).div_const ((m : ℝ) + 1)
    have e : 1 / (m ! : ℝ) * (1 + 0) / ((m : ℝ) + 1) = 1 / ((m + 1)! : ℝ) := by
      rw [add_zero, mul_one, div_div, Nat.factorial_succ]
      push_cast
      rw [mul_comm]
    rw [e] at h
    refine h.congr' ?_
    filter_upwards [eventually_ge_atTop (m + 1)] with n hn
    have hn0 : (0 : ℝ) < n := by exact_mod_cast (show 0 < n by omega)
    have hp : (n : ℝ) + b ≠ 0 := by positivity
    have hm : (m : ℝ) + 1 ≠ 0 := by positivity
    have hc : ((n + a).choose (m + 1) : ℝ)
        = ((n + a).choose m : ℝ) * ((n : ℝ) + a - m) / ((m : ℝ) + 1) := by
      have h1 := Nat.choose_succ_right_eq (n + a) m
      have h2 : ((n + a - m : ℕ) : ℝ) = (n : ℝ) + a - m := by
        rw [Nat.cast_sub (by omega), Nat.cast_add]
      rw [eq_div_iff hm, ← h2]
      exact_mod_cast h1
    rw [hc]
    field_simp
    ring

/-- For `n ≥ 1`, the binomial coefficient `binom(n+a, m)` divided by `(n+b)^m` is at most
`(1+a)^m`. -/
theorem choose_div_pow_le (a b m n : ℕ) (hn : 1 ≤ n) :
    ((n + a).choose m : ℝ) / ((n : ℝ) + b) ^ m ≤ (1 + (a : ℝ)) ^ m := by
  have hn1 : (1 : ℝ) ≤ n := by exact_mod_cast hn
  have ha : (0 : ℝ) ≤ a := Nat.cast_nonneg a
  have hb : (0 : ℝ) ≤ b := Nat.cast_nonneg b
  have hp : (0 : ℝ) < (n : ℝ) + b := by linarith
  have hf : 1 ≤ m ! := Nat.factorial_pos m
  have hle : ((n + a : ℕ) : ℝ) ≤ (1 + (a : ℝ)) * ((n : ℝ) + b) := by
    push_cast
    nlinarith [mul_nonneg ha (sub_nonneg.mpr hn1), mul_nonneg ha hb]
  rw [div_le_iff₀ (pow_pos hp m), ← mul_pow]
  calc ((n + a).choose m : ℝ) ≤ ((n + a : ℕ) : ℝ) ^ m / (m ! : ℝ) :=
        Nat.choose_le_pow_div m (n + a)
    _ ≤ ((n + a : ℕ) : ℝ) ^ m := div_le_self (by positivity) (by exact_mod_cast hf)
    _ ≤ ((1 + (a : ℝ)) * ((n : ℝ) + b)) ^ m := pow_le_pow_left₀ (Nat.cast_nonneg _) hle m

/-- The Laguerre polynomial at `x/p`, divided by `p^a`, as a series in powers of `x`. -/
theorem laguerre_rescaled (a n : ℕ) (x p : ℝ) :
    laguerre a n (x / p) / p ^ a =
      ∑' k : ℕ, (-1) ^ k * (((n + a).choose (k + a) : ℝ) / p ^ (k + a)) * (x ^ k / (k ! : ℝ)) := by
  -- beyond the degree of the polynomial all binomial coefficients vanish
  have hz : ∀ k ∉ Finset.range (n + 1),
      (-1) ^ k * (((n + a).choose (k + a) : ℝ) / p ^ (k + a)) * (x ^ k / (k ! : ℝ)) = 0 := by
    intro k hk
    rw [Finset.mem_range] at hk
    rw [Nat.choose_eq_zero_of_lt (show n + a < k + a by omega)]
    simp
  rw [tsum_eq_sum hz, laguerre, Finset.sum_div]
  refine Finset.sum_congr rfl (fun k hk => ?_)
  rw [Finset.mem_range] at hk
  rw [Nat.choose_symm_of_eq_add (show n + a = (n - k) + (k + a) by omega)]
  ring

/-- Mehler-Heine limit: `L_n^a(x/(n+b)) / (n+b)^a` converges to the Bessel series of order `a`
as the degree `n` tends to infinity, for every fixed shift `b`. -/
theorem mehler_heine (a b : ℕ) (x : ℝ) :
    Tendsto (fun n : ℕ => laguerre a n (x / ((n : ℝ) + b)) / ((n : ℝ) + b) ^ a) atTop
      (𝓝 (besselSeries a x)) := by
  simp only [laguerre_rescaled, besselSeries]
  -- exchange limit and sum, with an exponential series as majorant
  refine tendsto_tsum_of_dominated_convergence
    (bound := fun k : ℕ => (1 + (a : ℝ)) ^ a * (((1 + (a : ℝ)) * |x|) ^ k / (k ! : ℝ)))
    ((Real.summable_pow_div_factorial _).mul_left _) ?_ ?_
  · intro k
    have h := ((tendsto_choose_div_pow a b (k + a)).const_mul ((-1 : ℝ) ^ k)).mul_const
      (x ^ k / (k ! : ℝ))
    convert h using 2
    ring
  · filter_upwards [eventually_ge_atTop 1] with n hn k
    have hc : 0 ≤ ((n + a).choose (k + a) : ℝ) / ((n : ℝ) + b) ^ (k + a) := by positivity
    have hk : (0 : ℝ) ≤ (k ! : ℝ) := Nat.cast_nonneg _
    rw [norm_mul, norm_mul, norm_pow, norm_neg, norm_one, one_pow, one_mul,
      Real.norm_of_nonneg hc, norm_div, norm_pow, Real.norm_eq_abs x, Real.norm_of_nonneg hk]
    calc _ ≤ (1 + (a : ℝ)) ^ (k + a) * (|x| ^ k / (k ! : ℝ)) :=
          mul_le_mul_of_nonneg_right (choose_div_pow_le a b (k + a) n hn) (by positivity)
      _ = _ := by rw [mul_pow, pow_add]; ring

/-- The Laguerre values `L_n^0(x/n)` converge to `∑ (-1)^k x^k / (k!)^2`. -/
theorem mehler_heine_zero (x : ℝ) :
    Tendsto (fun n : ℕ => laguerre 0 n (x / (n : ℝ))) atTop
      (𝓝 (∑' k : ℕ, (-1) ^ k * x ^ k / (k ! : ℝ) ^ 2)) := by
  have h := mehler_heine 0 0 x
  simpa [besselSeries, pow_two] using h

/-- At fixed radius `r` and angular momentum `l`, the hydrogen radial function divided by
`(N+l+1)^(2l+1)` converges to `r^l` times the Bessel series of order `2l+1` at `2r`, as the
number `N` of radial nodes tends to infinity. -/
theorem hydrogenRadial_limit (l : ℕ) (r : ℝ) :
    Tendsto (fun N : ℕ => hydrogenRadial l N r / ((N : ℝ) + l + 1) ^ (2 * l + 1)) atTop
      (𝓝 (r ^ l * besselSeries (2 * l + 1) (2 * r))) := by
  have h := mehler_heine (2 * l + 1) (l + 1) (2 * r)
  have e : ∀ N : ℕ, (N : ℝ) + ((l + 1 : ℕ) : ℝ) = (N : ℝ) + l + 1 := by
    intro N
    push_cast
    ring
  simp only [e] at h
  -- the exponential envelope becomes flat at fixed radius
  have hd : Tendsto (fun N : ℕ => -r / ((N : ℝ) + l + 1)) atTop (𝓝 0) :=
    tendsto_const_nhds.div_atTop (tendsto_atTop_add_const_right _ _
      (tendsto_atTop_add_const_right _ _ tendsto_natCast_atTop_atTop))
  have he := (Real.continuous_exp.tendsto 0).comp hd
  rw [Real.exp_zero] at he
  have h3 := (he.const_mul (r ^ l)).mul h
  rw [mul_one] at h3
  refine h3.congr (fun N => ?_)
  simp only [hydrogenRadial, Function.comp_apply]
  exact (mul_div_assoc _ _ _).symm

end

end LaguerreMehlerHeine
```

```lean
#print axioms LaguerreMehlerHeine.besselSeries_summable
#print axioms LaguerreMehlerHeine.mehler_heine_zero
#print axioms LaguerreMehlerHeine.hydrogenRadial_limit
```

```
'LaguerreMehlerHeine.besselSeries_summable' depends on axioms: [propext, Classical.choice, Quot.sound]
'LaguerreMehlerHeine.mehler_heine_zero' depends on axioms: [propext, Classical.choice, Quot.sound]
'LaguerreMehlerHeine.hydrogenRadial_limit' depends on axioms: [propext, Classical.choice, Quot.sound]
```

## How the proof follows the derivation

`besselSeries_summable` compares the series with $\sum_k|x|^k/k!$. The extra factor $(k+a)!$ in the denominator is at least 1, so it can only make a term smaller.

`tendsto_choose_div_pow` is the induction on $m$. The bracket $1+(a-m-b)/(n+b)$ appears as `h0`, with its limit. The line defining `h` multiplies it by the induction hypothesis and divides by $m+1$, and `e` identifies the resulting limit as $1/(m+1)!$. The recurrence for binomial coefficients is `hc`. It is used only for $n\ge m+1$, where the natural-number difference $n+a-m$ agrees with the real one. Restricting to large $n$ is harmless for a limit, and `h.congr'` expresses this.

`choose_div_pow_le` is the common bound. The inequality $n+a\le(1+a)(n+b)$ is `hle`; `nlinarith` obtains it from $a(n-1)\ge0$, $ab\ge0$ and $b\ge0$. The `calc` block then follows the chain from the binomial coefficient through $(n+a)^m/m!$ and $(n+a)^m$ to the final power.

`laguerre_rescaled` rewrites the polynomial as an infinite series. Its first part, `hz`, shows that the terms beyond $k=n$ vanish, and `tsum_eq_sum` uses this to reduce the series to a finite sum. The symmetry of the binomial coefficients then matches the two sums term by term.

`mehler_heine` applies `tendsto_tsum_of_dominated_convergence`, Mathlib's form of the $\varepsilon/3$ argument. The supplied `bound` is $M_k$, and its summability comes from the exponential series. Of the two remaining goals, the first is convergence of each term, taken from `tendsto_choose_div_pow` with $m=k+a$. The second is the bound for all $n\ge1$, where the norms are evaluated and `choose_div_pow_le` is applied.

`mehler_heine_zero` sets $a=b=0$ and simplifies $k!\,(k+0)!$ to $(k!)^2$. In `hydrogenRadial_limit`, `h` is the general theorem with $a=2l+1$, $b=l+1$ and argument $2r$. The limit $-r/\nu\to0$ is `hd`, and continuity of the exponential turns it into $e^{-r/\nu}\to1$, called `he`. The product of the two limits, with the constant factor $r^l$, is `h3`, and the last lines identify it with the rescaled radial function.
